# Zero-variance extrapolation along a line of trial states

Zero-variance extrapolation starts from several approximate wave functions of increasing quality, obtained from variational calculations for the same eigenstate. For each one the energy E and the energy variance Var are recorded, a straight line is drawn through the points (Var, E), and its value at Var = 0 is taken as the estimate of the eigenvalue, since an exact eigenstate has zero variance. The step assumes that the energy error is proportional to the variance near the eigenstate. For a one-parameter family, in which the error of the wave function keeps a fixed direction and only its amplitude changes, the limiting slope and the error of a two-point extrapolation can be computed exactly.

## The claim

Let V be a real inner-product space and H a symmetric linear operator on V. Let φ satisfy Hφ = E₀φ and ‖φ‖ = 1, let χ be orthogonal to φ, and put K = H − E₀. For a nonzero vector ψ define

    E(ψ) = ⟨ψ,Hψ⟩/⟨ψ,ψ⟩,    Var(ψ) = ⟨Hψ,Hψ⟩/⟨ψ,ψ⟩ − E(ψ)².

For real t the trial state is ψ_t = φ + tχ, with energy E_t and variance Var_t. Abbreviate

    a = ⟨χ,Kχ⟩,    b = ‖Kχ‖²,    N(t) = 1 + t²‖χ‖²,    u(t) = t²/N(t).

If Kχ ≠ 0, then Var_t > 0 for every t ≠ 0, and

    (E_t − E₀)/Var_t → a/b    as t → 0 through t ≠ 0.

## Derivation by hand

Since Kφ = 0, the Hamiltonian acts on the trial state as

    Hψ_t = E₀ψ_t + tKχ.

Symmetry gives ⟨φ,Hχ⟩ = ⟨Hφ,χ⟩ = E₀⟨φ,χ⟩ = 0, so ⟨φ,Kχ⟩ = 0 and ⟨ψ_t,Kχ⟩ = ta. The three moments follow by expanding the inner products:

    ⟨ψ_t,ψ_t⟩ = N,
    ⟨ψ_t,Hψ_t⟩ = E₀N + t²a,
    ⟨Hψ_t,Hψ_t⟩ = E₀²N + 2E₀t²a + t²b.

Division by N gives E_t = E₀ + au and Var_t = E₀² + 2E₀au + bu − (E₀ + au)². The terms containing E₀ cancel, and for every t

    E_t − E₀ = au,    Var_t = bu − a²u² = (b − a²u)u.

Let Kχ ≠ 0 and t ≠ 0, so that b > 0 and u > 0. The Cauchy–Schwarz inequality gives a² ≤ ‖χ‖²b, and ‖χ‖²u = t²‖χ‖²/N < 1. Hence a²u ≤ b‖χ‖²u < b, and both factors of Var_t are positive. Cancelling u,

    (E_t − E₀)/Var_t = a/(b − a²u),

which tends to a/b because u → 0 as t → 0.

The exact formulas also give the deviation from linearity:

    b(E_t − E₀) − a Var_t = abu − a(bu − a²u²) = a³u².

As N ≥ 1, we have 0 ≤ u ≤ t², so the modulus of this defect is at most |a|³t⁴.

Now take two parameters s and t with Var_s ≠ Var_t, and write u_s = u(s), u_t = u(t) and D = b − a²(u_s + u_t). The line through (Var_s, E_s) and (Var_t, E_t) has at zero variance the value E* = (E_s Var_t − E_t Var_s)/(Var_t − Var_s). The denominator is

    Var_t − Var_s = b(u_t − u_s) − a²(u_t² − u_s²) = D(u_t − u_s),

so D ≠ 0 and u_t ≠ u_s. The numerator is

    E₀(Var_t − Var_s) + a u_s u_t[(b − a²u_t) − (b − a²u_s)] = (E₀D − a³u_s u_t)(u_t − u_s).

The common factor cancels:

    E* − E₀ = −a³u_s u_t/D.

Finally let χ ≠ 0 be an eigenvector, Hχ = E₁χ with E₁ ≠ E₀. Symmetry gives E₀⟨φ,χ⟩ = E₁⟨φ,χ⟩, so χ is orthogonal to φ. Then Kχ = (E₁ − E₀)χ, a = (E₁ − E₀)‖χ‖², b = (E₁ − E₀)²‖χ‖², and the limit is a/b = 1/(E₁ − E₀).

## The formal development

```lean
import Mathlib

open Filter Topology
open scoped InnerProductSpace

namespace ZeroVarianceExtrapolation

noncomputable section

variable {V : Type*} [NormedAddCommGroup V] [InnerProductSpace ℝ V]
```

The state space `V` is any real inner-product space; neither finite dimension nor completeness is assumed. The Hamiltonian has type `V →ₗ[ℝ] V`, a linear map that need not be continuous but must send all of `V` into `V`. An unbounded operator is therefore covered only on a domain that it maps into itself. The scalars, and with them the amplitude t, are real.

```lean
/-- Energy expectation value `⟨ψ,Hψ⟩/⟨ψ,ψ⟩`. -/
def energy (H : V →ₗ[ℝ] V) (ψ : V) : ℝ := ⟪ψ, H ψ⟫_ℝ / ⟪ψ, ψ⟫_ℝ

/-- Energy variance `⟨Hψ,Hψ⟩/⟨ψ,ψ⟩ - (⟨ψ,Hψ⟩/⟨ψ,ψ⟩)²`. -/
def variance (H : V →ₗ[ℝ] V) (ψ : V) : ℝ := ⟪H ψ, H ψ⟫_ℝ / ⟪ψ, ψ⟫_ℝ - energy H ψ ^ 2
```

Both quantities are divided by ⟨ψ,ψ⟩, so they are the values in the normalised state ψ/‖ψ‖. The second moment is written as ⟨Hψ,Hψ⟩, which for symmetric H equals ⟨ψ,H²ψ⟩.

```lean
/-- The shifted Hamiltonian `K = H - E₀`. -/
def shifted (H : V →ₗ[ℝ] V) (E₀ : ℝ) : V →ₗ[ℝ] V := H - E₀ • LinearMap.id

/-- The trial state `φ + tχ`. -/
def trial (φ χ : V) (t : ℝ) : V := φ + t • χ

/-- The admixture weight `u(t) = t²/(1 + t²‖χ‖²)`. -/
def weight (χ : V) (t : ℝ) : ℝ := t ^ 2 / (1 + t ^ 2 * ‖χ‖ ^ 2)
```

These are K, ψ_t and u(t). Neither χ nor ψ_t is normalised. In the normalised state ψ_t/√N the probability of φ is 1/N and that of the direction of χ is ‖χ‖²u, so `weight` is itself the admixture probability when ‖χ‖ = 1.

```lean
/-- Value at zero variance of the straight line through the points `(V₁, E₁)` and `(V₂, E₂)`. -/
def extrapolate (E₁ V₁ E₂ V₂ : ℝ) : ℝ := (E₁ * V₂ - E₂ * V₁) / (V₂ - V₁)
```

This is the intercept E*. Its arguments `E₁`, `V₁`, `E₂`, `V₂` are the energy and variance of the first and second data point; this `E₁` is unrelated to the eigenvalue E₁.

```lean
section Main

variable {H : V →ₗ[ℝ] V} {E₀ : ℝ} {φ χ : V} (hH : H.IsSymmetric) (heig : H φ = E₀ • φ)
  (hn : ‖φ‖ = 1) (horth : ⟪φ, χ⟫_ℝ = 0)

include hH heig hn horth

/-- The moments `⟨ψ,ψ⟩`, `⟨ψ,Hψ⟩` and `⟨Hψ,Hψ⟩` of the trial state `ψ = φ + tχ`. -/
theorem trial_moments (t : ℝ) :
    ⟪trial φ χ t, trial φ χ t⟫_ℝ = 1 + t ^ 2 * ‖χ‖ ^ 2 ∧
    ⟪trial φ χ t, H (trial φ χ t)⟫_ℝ
      = E₀ * (1 + t ^ 2 * ‖χ‖ ^ 2) + t ^ 2 * ⟪χ, shifted H E₀ χ⟫_ℝ ∧
    ⟪H (trial φ χ t), H (trial φ χ t)⟫_ℝ
      = E₀ ^ 2 * (1 + t ^ 2 * ‖χ‖ ^ 2) + 2 * E₀ * t ^ 2 * ⟪χ, shifted H E₀ χ⟫_ℝ
        + t ^ 2 * ‖shifted H E₀ χ‖ ^ 2 := by
  -- `K` annihilates `φ`, so `Hψ = E₀ψ + tKχ`
  have hA : H (trial φ χ t) = E₀ • trial φ χ t + t • shifted H E₀ χ := by
    simp only [trial, shifted, map_add, map_smul, heig, LinearMap.sub_apply,
      LinearMap.smul_apply, LinearMap.id_apply]
    module
  -- by symmetry `Kχ` is orthogonal to `φ`
  have hs : ⟪φ, H χ⟫_ℝ = 0 := by
    rw [← hH φ χ, heig, real_inner_smul_left, horth, mul_zero]
  have h1k : ⟪φ, shifted H E₀ χ⟫_ℝ = 0 := by
    simp only [shifted, LinearMap.sub_apply, LinearMap.smul_apply, LinearMap.id_apply,
      inner_sub_right, real_inner_smul_right, hs, horth, mul_zero, sub_zero]
  have hk1 : ⟪shifted H E₀ χ, φ⟫_ℝ = 0 := by rw [real_inner_comm]; exact h1k
  have h21 : ⟪χ, φ⟫_ℝ = 0 := by rw [real_inner_comm]; exact horth
  have h11 : ⟪φ, φ⟫_ℝ = 1 := by rw [real_inner_self_eq_norm_sq, hn]; norm_num
  have h22 : ⟪χ, χ⟫_ℝ = ‖χ‖ ^ 2 := real_inner_self_eq_norm_sq _
  have hkk : ⟪shifted H E₀ χ, shifted H E₀ χ⟫_ℝ = ‖shifted H E₀ χ‖ ^ 2 :=
    real_inner_self_eq_norm_sq _
  have hk2 : ⟪shifted H E₀ χ, χ⟫_ℝ = ⟪χ, shifted H E₀ χ⟫_ℝ := real_inner_comm _ _
  rw [hA]
  refine ⟨?_, ?_, ?_⟩ <;>
    simp only [trial, inner_add_left, inner_add_right, real_inner_smul_left,
      real_inner_smul_right, h11, horth, h21, h22, h1k, hk1, hk2, hkk] <;> ring
```

The hypotheses `hH`, `heig`, `hn` and `horth` express symmetry, Hφ = E₀φ, ‖φ‖ = 1 and ⟨φ,χ⟩ = 0, and they are assumed by every theorem from `trial_moments` to `two_point_error`. Nothing requires E₀ to be the lowest eigenvalue or to be nondegenerate, so a may have either sign or vanish. In the proof, `hA` is the decomposition Hψ_t = E₀ψ_t + tKχ, `hs` moves H onto φ by symmetry, and `h1k` is ⟨φ,Kχ⟩ = 0. After the rewrite by `hA`, `simp only` expands each moment bilinearly and inserts the elementary inner products, and `ring` collects the terms.

```lean
/-- The energy of the trial state minus `E₀` equals `⟨χ,Kχ⟩ u(t)`. -/
theorem energy_trial (t : ℝ) :
    energy H (trial φ χ t) - E₀ = ⟪χ, shifted H E₀ χ⟫_ℝ * weight χ t := by
  obtain ⟨h1, h2, -⟩ := trial_moments hH heig hn horth t
  have hN : 1 + t ^ 2 * ‖χ‖ ^ 2 ≠ 0 := by positivity
  rw [energy, weight, h2, h1]
  field_simp
  ring

/-- The variance of the trial state is `‖Kχ‖² u(t) - ⟨χ,Kχ⟩² u(t)²`. -/
theorem variance_trial (t : ℝ) :
    variance H (trial φ χ t) = ‖shifted H E₀ χ‖ ^ 2 * weight χ t
      - ⟪χ, shifted H E₀ χ⟫_ℝ ^ 2 * weight χ t ^ 2 := by
  obtain ⟨h1, h2, h3⟩ := trial_moments hH heig hn horth t
  have hN : 1 + t ^ 2 * ‖χ‖ ^ 2 ≠ 0 := by positivity
  rw [variance, energy, weight, h3, h2, h1]
  field_simp
  ring
```

These two theorems are the division by N. With `hN` recording N ≠ 0, `field_simp` clears the denominators and `ring` cancels the E₀ terms. Both hold for every real t, including t = 0, and do not need Kχ ≠ 0.

```lean
/-- If `Kχ ≠ 0`, the trial state has strictly positive variance for every `t ≠ 0`. -/
theorem variance_pos (hK : shifted H E₀ χ ≠ 0) {t : ℝ} (ht : t ≠ 0) :
    0 < variance H (trial φ χ t) := by
  have hb : 0 < ‖shifted H E₀ χ‖ ^ 2 := pow_pos (norm_pos_iff.2 hK) 2
  have hN : 0 < 1 + t ^ 2 * ‖χ‖ ^ 2 := by positivity
  have hu : 0 < weight χ t := div_pos (by positivity) hN
  have hu1 : ‖χ‖ ^ 2 * weight χ t < 1 := by
    rw [weight, ← mul_div_assoc, div_lt_one hN]
    nlinarith
  -- Cauchy-Schwarz
  have cs := pow_le_pow_left₀ (abs_nonneg _) (abs_real_inner_le_norm χ (shifted H E₀ χ)) 2
  rw [sq_abs, mul_pow] at cs
  have h : ⟪χ, shifted H E₀ χ⟫_ℝ ^ 2 * weight χ t < ‖shifted H E₀ χ‖ ^ 2 * 1 :=
    calc _ ≤ ‖χ‖ ^ 2 * ‖shifted H E₀ χ‖ ^ 2 * weight χ t :=
          mul_le_mul_of_nonneg_right cs hu.le
      _ = ‖shifted H E₀ χ‖ ^ 2 * (‖χ‖ ^ 2 * weight χ t) := by ring
      _ < _ := mul_lt_mul_of_pos_left hu1 hb
  rw [variance_trial hH heig hn horth]
  nlinarith [mul_pos hu (sub_pos.2 h)]
```

The new hypothesis `hK` is Kχ ≠ 0. It excludes χ = 0 and any χ in the eigenspace of E₀, for which ψ_t would be an exact eigenstate. The facts `hb`, `hu` and `hu1` are b > 0, u > 0 and ‖χ‖²u < 1, `cs` is the squared Cauchy–Schwarz inequality, and the `calc` block is the chain ending in a²u < b. The last line uses the product of the positive numbers u and b − a²u.

```lean
/-- For `Kχ ≠ 0` the variance of the trial state is positive for `t ≠ 0`, and
`(energy - E₀)/variance` tends to `⟨χ,Kχ⟩/‖Kχ‖²` as `t → 0` through nonzero values. -/
theorem zero_variance_slope (hK : shifted H E₀ χ ≠ 0) :
    (∀ t : ℝ, t ≠ 0 → 0 < variance H (trial φ χ t)) ∧
    Tendsto (fun t : ℝ => (energy H (trial φ χ t) - E₀) / variance H (trial φ χ t))
      (𝓝[≠] 0) (𝓝 (⟪χ, shifted H E₀ χ⟫_ℝ / ‖shifted H E₀ χ‖ ^ 2)) := by
  refine ⟨fun t ht => variance_pos hH heig hn horth hK ht, ?_⟩
  have hb : 0 < ‖shifted H E₀ χ‖ ^ 2 := pow_pos (norm_pos_iff.2 hK) 2
  have hc : Continuous fun t : ℝ => t ^ 2 / (1 + t ^ 2 * ‖χ‖ ^ 2) :=
    Continuous.div (by fun_prop) (by fun_prop) (fun t => by positivity)
  have hw : Tendsto (weight χ) (𝓝 0) (𝓝 0) := hc.tendsto' 0 0 (by simp)
  have hlim : Tendsto (fun t : ℝ => ⟪χ, shifted H E₀ χ⟫_ℝ /
      (‖shifted H E₀ χ‖ ^ 2 - ⟪χ, shifted H E₀ χ⟫_ℝ ^ 2 * weight χ t)) (𝓝 0)
      (𝓝 (⟪χ, shifted H E₀ χ⟫_ℝ / (‖shifted H E₀ χ‖ ^ 2 - ⟪χ, shifted H E₀ χ⟫_ℝ ^ 2 * 0))) :=
    tendsto_const_nhds.div (tendsto_const_nhds.sub (hw.const_mul _))
      (by rw [mul_zero, sub_zero]; exact hb.ne')
  rw [mul_zero, sub_zero] at hlim
  refine (hlim.mono_left nhdsWithin_le_nhds).congr' ?_
  filter_upwards [self_mem_nhdsWithin] with t ht
  have ht' : t ≠ 0 := ht
  have hu : weight χ t ≠ 0 := (div_pos (by positivity) (by positivity)).ne'
  -- one factor `u(t)` cancels between energy error and variance
  have e : ∀ a b u : ℝ, b * u - a ^ 2 * u ^ 2 = (b - a ^ 2 * u) * u := fun a b u => by ring
  rw [energy_trial hH heig hn horth, variance_trial hH heig hn horth, e,
    mul_div_mul_right _ _ hu]
```

The main theorem is a conjunction: positivity of the variance for all t ≠ 0, and convergence of the ratio to a/b along `𝓝[≠] 0`, the filter of t tending to 0 from either side through nonzero values. At t = 0 the ratio is 0/0, to which Lean assigns the value 0; the punctured filter leaves that point out, and the first conjunct shows that everywhere else the denominator is nonzero. The proof establishes u → 0 from continuity (`hc`, `hw`) and then the limit of a/(b − a²u) (`hlim`), where b ≠ 0 is needed. The step `congr'` transfers the limit to the original ratio, since the two functions agree for t ≠ 0: `e` factors the variance as (b − a²u)u and `mul_div_mul_right` cancels u.

The statement concerns one line φ + tχ with χ fixed and with exact expectation values. A sequence of optimised wave functions generally changes the direction of its error from one member to the next, so that a/b can change too, and sampled energies and variances carry statistical noise; neither effect is part of the model.

```lean
/-- `‖Kχ‖²(energy - E₀) - ⟨χ,Kχ⟩ variance` equals `⟨χ,Kχ⟩³ u(t)²`, which is bounded in
modulus by `|⟨χ,Kχ⟩|³ t⁴`. -/
theorem linear_law_defect (t : ℝ) :
    ‖shifted H E₀ χ‖ ^ 2 * (energy H (trial φ χ t) - E₀)
      - ⟪χ, shifted H E₀ χ⟫_ℝ * variance H (trial φ χ t)
      = ⟪χ, shifted H E₀ χ⟫_ℝ ^ 3 * weight χ t ^ 2 ∧
    |⟪χ, shifted H E₀ χ⟫_ℝ ^ 3 * weight χ t ^ 2| ≤ |⟪χ, shifted H E₀ χ⟫_ℝ| ^ 3 * t ^ 4 := by
  constructor
  · rw [energy_trial hH heig hn horth, variance_trial hH heig hn horth]
    ring
  · have hu0 : 0 ≤ weight χ t := div_nonneg (by positivity) (by positivity)
    have hu1 : weight χ t ≤ t ^ 2 :=
      div_le_self (sq_nonneg t) (le_add_of_nonneg_right (by positivity))
    have h : weight χ t ^ 2 ≤ t ^ 4 :=
      calc _ ≤ (t ^ 2) ^ 2 := pow_le_pow_left₀ hu0 hu1 2
        _ = t ^ 4 := by ring
    rw [abs_mul, abs_pow, abs_pow, abs_of_nonneg hu0]
    exact mul_le_mul_of_nonneg_left h (by positivity)
```

The first part is the identity for the defect, obtained by substituting the two exact formulas. The second uses 0 ≤ u ≤ t² (`hu0`, `hu1`) and squares it (`h`). The law is stated with b as a factor on the left, so it holds without `hK`.

```lean
/-- For two trial states of different variance, the linearly extrapolated energy minus `E₀` is
`-a³ u(s) u(t) / (‖Kχ‖² - a²(u(s) + u(t)))` with `a = ⟨χ,Kχ⟩`, and the denominator is nonzero. -/
theorem two_point_error {s t : ℝ}
    (hV : variance H (trial φ χ s) ≠ variance H (trial φ χ t)) :
    ‖shifted H E₀ χ‖ ^ 2 - ⟪χ, shifted H E₀ χ⟫_ℝ ^ 2 * (weight χ s + weight χ t) ≠ 0 ∧
    extrapolate (energy H (trial φ χ s)) (variance H (trial φ χ s))
        (energy H (trial φ χ t)) (variance H (trial φ χ t)) - E₀
      = -(⟪χ, shifted H E₀ χ⟫_ℝ ^ 3 * weight χ s * weight χ t) /
        (‖shifted H E₀ χ‖ ^ 2 - ⟪χ, shifted H E₀ χ⟫_ℝ ^ 2 * (weight χ s + weight χ t)) := by
  have key : ∀ a b u v E₁ E₂ V₁ V₂ : ℝ, E₁ - E₀ = a * u → E₂ - E₀ = a * v →
      V₁ = b * u - a ^ 2 * u ^ 2 → V₂ = b * v - a ^ 2 * v ^ 2 → V₁ ≠ V₂ →
      b - a ^ 2 * (u + v) ≠ 0 ∧
      extrapolate E₁ V₁ E₂ V₂ - E₀ = -(a ^ 3 * u * v) / (b - a ^ 2 * (u + v)) := by
    intro a b u v E₁ E₂ V₁ V₂ h1 h2 h3 h4 hne
    have e1 : E₁ = E₀ + a * u := by linarith
    have e2 : E₂ = E₀ + a * v := by linarith
    -- numerator and denominator share the factor `v - u`
    have hd : V₂ - V₁ = (b - a ^ 2 * (u + v)) * (v - u) := by rw [h3, h4]; ring
    have hnum : E₁ * V₂ - E₂ * V₁
        = (E₀ * (b - a ^ 2 * (u + v)) - a ^ 3 * u * v) * (v - u) := by
      rw [e1, e2, h3, h4]; ring
    have h0 : (b - a ^ 2 * (u + v)) * (v - u) ≠ 0 := by
      rw [← hd]; exact sub_ne_zero.2 hne.symm
    have hD := left_ne_zero_of_mul h0
    refine ⟨hD, ?_⟩
    rw [extrapolate, hnum, hd, mul_div_mul_right _ _ (right_ne_zero_of_mul h0), sub_div,
      mul_div_assoc E₀, div_self hD]
    ring
  exact key _ _ _ _ _ _ _ _ (energy_trial hH heig hn horth s) (energy_trial hH heig hn horth t)
    (variance_trial hH heig hn horth s) (variance_trial hH heig hn horth t) hV

end Main
```

The only extra hypothesis is `hV`, that the two variances differ. The auxiliary statement `key` is algebra on real numbers, with `u` and `v` standing for u_s and u_t. Its steps `hd` and `hnum` are the two factorisations above, `h0` concludes from `hV` that D(u_t − u_s) ≠ 0, and `hD` extracts D ≠ 0, which the theorem returns together with the error formula. The formula is exact for all s and t that satisfy `hV`, small or not.

```lean
/-- If `χ` is an eigenvector with eigenvalue `E₁ ≠ E₀`, then `(energy - E₀)/variance` tends
to `1/(E₁ - E₀)` as `t → 0` through nonzero values. -/
theorem slope_of_eigenvector {H : V →ₗ[ℝ] V} {E₀ E₁ : ℝ} {φ χ : V} (hH : H.IsSymmetric)
    (heig : H φ = E₀ • φ) (hn : ‖φ‖ = 1) (h1 : H χ = E₁ • χ) (hχ : χ ≠ 0) (hE : E₁ ≠ E₀) :
    Tendsto (fun t : ℝ => (energy H (trial φ χ t) - E₀) / variance H (trial φ χ t))
      (𝓝[≠] 0) (𝓝 (E₁ - E₀)⁻¹) := by
  have hg : E₁ - E₀ ≠ 0 := sub_ne_zero.2 hE
  have hs := hH φ χ
  rw [heig, h1, real_inner_smul_left, real_inner_smul_right] at hs
  have h0 : (E₁ - E₀) * ⟪φ, χ⟫_ℝ = 0 := by linarith
  have hK : shifted H E₀ χ = (E₁ - E₀) • χ := by simp [shifted, h1, sub_smul]
  have hnχ : ‖χ‖ ≠ 0 := norm_ne_zero_iff.2 hχ
  have e : ⟪χ, shifted H E₀ χ⟫_ℝ / ‖shifted H E₀ χ‖ ^ 2 = (E₁ - E₀)⁻¹ := by
    rw [hK, real_inner_smul_right, real_inner_self_eq_norm_sq, norm_smul, mul_pow,
      Real.norm_eq_abs, sq_abs]
    field_simp
  rw [← e]
  exact (zero_variance_slope hH heig hn ((mul_eq_zero.1 h0).resolve_left hg)
    (by rw [hK]; exact smul_ne_zero hg hχ)).2
```

Orthogonality is absent from the hypotheses. It comes from `h0`, the relation (E₁ − E₀)⟨φ,χ⟩ = 0, together with E₁ ≠ E₀. Then `hK` computes Kχ, `e` evaluates a/b, and the second part of `zero_variance_slope` gives the limit. The slope is negative when E₁ lies below E₀.

```lean
/-- The two-level Hamiltonian `diag(E₀, E₁)`. -/
def twoLevel (E₀ E₁ : ℝ) : EuclideanSpace ℝ (Fin 2) →ₗ[ℝ] EuclideanSpace ℝ (Fin 2) where
  toFun x := !₂[E₀ * x 0, E₁ * x 1]
  map_add' x y := by ext i; fin_cases i <;> simp <;> ring
  map_smul' c x := by ext i; fin_cases i <;> simp <;> ring

/-- For `E₁ ≠ E₀`, `H = diag(E₀, E₁)` with `φ = (1,0)`, `χ = (0,1)` is symmetric, has
`Hφ = E₀φ`, `‖φ‖ = 1`, `⟨φ,χ⟩ = 0` and `Kχ ≠ 0`. -/
theorem zero_variance_witness {E₀ E₁ : ℝ} (hE : E₁ ≠ E₀) :
    (twoLevel E₀ E₁).IsSymmetric ∧ twoLevel E₀ E₁ !₂[1, 0] = E₀ • !₂[1, 0] ∧
    ‖(!₂[1, 0] : EuclideanSpace ℝ (Fin 2))‖ = 1 ∧
    ⟪(!₂[1, 0] : EuclideanSpace ℝ (Fin 2)), !₂[0, 1]⟫_ℝ = 0 ∧
    shifted (twoLevel E₀ E₁) E₀ !₂[0, 1] ≠ 0 := by
  refine ⟨fun x y => ?_, ?_, ?_, ?_, fun h => ?_⟩
  · simp [twoLevel, PiLp.inner_apply, Fin.sum_univ_two]
    ring
  · ext i; fin_cases i <;> simp [twoLevel]
  · simp [EuclideanSpace.norm_eq, Fin.sum_univ_two]
  · simp [PiLp.inner_apply, Fin.sum_univ_two]
  · have h1 := congrArg (fun v : EuclideanSpace ℝ (Fin 2) => v 1) h
    simp [shifted, twoLevel] at h1
    exact hE (by linarith)

end

end ZeroVarianceExtrapolation
```

```lean
#print axioms ZeroVarianceExtrapolation.zero_variance_slope
#print axioms ZeroVarianceExtrapolation.linear_law_defect
#print axioms ZeroVarianceExtrapolation.two_point_error
#print axioms ZeroVarianceExtrapolation.slope_of_eigenvector
```

```
'ZeroVarianceExtrapolation.zero_variance_slope' depends on axioms: [propext, Classical.choice, Quot.sound]
'ZeroVarianceExtrapolation.linear_law_defect' depends on axioms: [propext, Classical.choice, Quot.sound]
'ZeroVarianceExtrapolation.two_point_error' depends on axioms: [propext, Classical.choice, Quot.sound]
'ZeroVarianceExtrapolation.slope_of_eigenvector' depends on axioms: [propext, Classical.choice, Quot.sound]
```

The operator `twoLevel` multiplies component 0 by E₀ and component 1 by E₁. The theorem `zero_variance_witness` states that for E₁ ≠ E₀ the vectors φ = (1,0) and χ = (0,1) satisfy the four standing hypotheses and Kχ ≠ 0, the last by reading component 1 of Kχ, which is E₁ − E₀. Two dimensions is the smallest case, since in one dimension orthogonality forces χ = 0.

## An alternative parametrisation

The family could have been modelled by normalised states cos θ φ + sin θ χ with the added hypothesis ‖χ‖ = 1. The denominators in energy and variance would then equal 1, and t = tan θ turns u into sin²θ, giving E − E₀ = a sin²θ and Var = b sin²θ − a² sin⁴θ with the same limit a/b. The positivity statement would change, because the variance vanishes again at θ = π, and also at θ = π/2 when χ is an eigenvector, so these angles would have to be excluded; positivity holds whenever sin θ ≠ 0 and cos θ ≠ 0, for example on 0 < |θ| < π/2. The angle form is not among the theorems of the file.
